# The greatest CHSH expectation of $\cos t\,e_{00}+\sin t\,e_{11}$ over all spin directions is $2\sqrt{1+\sin^2 2t}$

Two spins one-half share the state $\psi=\cos t\,e_{00}+\sin t\,e_{11}$, and each observer may choose between two measurement directions. How large can the CHSH expectation become? Here "maximum" is modelled as the greatest element of a set of real numbers, `chshValues t`, which collects the expectations for all choices of four unit directions. The claimed value must therefore be reached by actual directions as well as bound all the others.

## Two spins and four directions

Label the $\sigma_z$ eigenstates with eigenvalues $+1$ and $-1$ by 0 and 1; in $e_{00}$ both spins are in state 0, in $e_{11}$ both are in state 1. The first observer measures along $a$ or $a'$, the second along $b$ or $b'$. With $E(a,b)=\langle (a\cdot\sigma)\otimes(b\cdot\sigma)\rangle$, the CHSH expectation is

$$C=E(a,b)+E(a,b')+E(a',b)-E(a',b').$$

Local hidden-variable models keep $C$ at or below 2. For this one-parameter family of pure states, the maximum shows how the possible Bell violation grows with entanglement, up to $2\sqrt2$ at $|\sin 2t|=1$.

## What the theorems say

`chsh_maximum` says that, for every real $t$, the greatest element of `chshValues t` is $2\sqrt{1+\sin^2 2t}$. `violation_iff` says that some directions give more than 2 exactly when $\sin 2t\ne0$, and `gisin` replaces this condition by "$\psi$ is not a product".

The state is a function from `Fin 2 × Fin 2` to the complex numbers, already normalised, so `expectation` is $\psi^\dagger A\psi$ without a denominator. A direction is a triple with components $a_0,a_1,a_2$ along $x,y,z$, and `IsDirection` makes its Euclidean length 1. The matrix `spin a` is $a\cdot\sigma$, with outcomes $\pm1$ and no factor $\hbar/2$. `⊗ₖ` is the Kronecker product. The set uses the real part of the expectation, which loses nothing because `chsh_expectation` shows that the expectation is real.

Gisin's name usually stands for a statement about every entangled pure state of two systems, whereas `gisin` concerns the family above. For two qubits, a Schmidt decomposition with local changes of basis leads from the general pure state to this family. The Lean source does not prove that 2 is the local hidden-variable limit; there it is only the number with which the expectations are compared.

## The bound and the directions that reach it

Put $S=\sin 2t$. Both basis states in $\psi$ have $\sigma_z\otimes\sigma_z=1$. The operator $\sigma_x\otimes\sigma_x$ exchanges them, which gives $2\sin t\cos t=S$; $\sigma_y\otimes\sigma_y$ exchanges them with a minus sign, which gives $-S$. In each of the two mixed $xy$ terms, the two exchanges contribute $+i\sin t\cos t$ and $-i\sin t\cos t$, which cancel, and operators that flip only one spin have expectation zero. Hence

$$E(a,b)=a_2b_2+S(a_0b_0-a_1b_1).$$

This is linear in $b$. With $u=b+b'$ and $v=b-b'$,

$$C=X+Y,\qquad X=E(a,u),\quad Y=E(a',v),$$

where $E$ now denotes the same formula for vectors of any length. Since $b$ and $b'$ are unit vectors, $u\cdot v=|b|^2-|b'|^2=0$ and $|u|^2+|v|^2=4$.

Write $P=|u|^2$, $Q=|v|^2$, $p=u_2^2$, $q=v_2^2$. Since $X=a\cdot(Su_0,-Su_1,u_2)$, Cauchy–Schwarz gives

$$X^2\le S^2(P-p)+p=S^2P+(1-S^2)p,$$

and likewise $Y^2\le S^2Q+(1-S^2)q$. Orthogonality, in the form $u_0v_0+u_1v_1=-u_2v_2$, gives

$$PQ-pQ-qP=(u_0^2+u_1^2)(v_0^2+v_1^2)-u_2^2v_2^2=(u_0v_1-u_1v_0)^2\ge0.$$

For $P,Q>0$ this is Bessel's inequality for the $z$ axis, $p/P+q/Q\le1$. Weighted Cauchy–Schwarz then yields

$$(X+Y)^2\le(P+Q)\left(\frac{X^2}{P}+\frac{Y^2}{Q}\right)\le4\left[2S^2+(1-S^2)\left(\frac pP+\frac qQ\right)\right]\le4(1+S^2).$$

If $P=0$, then $X=0$ and $Y^2\le Q=4$, so the bound still holds; $Q=0$ is the same with the roles exchanged.

To reach it, let $r=\sqrt{1+S^2}$ and take

$$a=(0,0,1),\quad a'=(1,0,0),\quad b=(S/r,0,1/r),\quad b'=(-S/r,0,1/r).$$

These are unit vectors, and $C=2/r+2S^2/r=2r$. This exceeds 2 exactly when $S\ne0$.

Finally, if the amplitudes factorise as $\psi_{ij}=f_ig_j$, then $\cos t\sin t=f_0g_0f_1g_1=(f_0g_1)(f_1g_0)=0$, because $f_0g_1=\psi_{01}=0$. Conversely, if $S=0$, one of the two terms of $\psi$ vanishes and the other is a product.

## The complete Lean source

```lean
import Mathlib

open Matrix
open scoped Kronecker

namespace GisinMaximum

noncomputable section

/-- The two-spin state `cos t e00 + sin t e11`, given by its amplitudes. -/
def schmidtState (t : ℝ) : Fin 2 × Fin 2 → ℂ :=
  fun p => !![(Real.cos t : ℂ), 0; 0, (Real.sin t : ℂ)] p.1 p.2

/-- The spin observable `a·σ = a_x σ_x + a_y σ_y + a_z σ_z`. -/
def spin (a : Fin 3 → ℝ) : Matrix (Fin 2) (Fin 2) ℂ :=
  !![(a 2 : ℂ), (a 0 : ℂ) - (a 1 : ℂ) * Complex.I;
     (a 0 : ℂ) + (a 1 : ℂ) * Complex.I, -(a 2 : ℂ)]

/-- A measurement direction is a unit vector of real three-space. -/
def IsDirection (a : Fin 3 → ℝ) : Prop := a 0 ^ 2 + a 1 ^ 2 + a 2 ^ 2 = 1

/-- The expectation `ψ† A ψ` of a two-spin operator. -/
def expectation (ψ : Fin 2 × Fin 2 → ℂ)
    (A : Matrix (Fin 2 × Fin 2) (Fin 2 × Fin 2) ℂ) : ℂ :=
  star ψ ⬝ᵥ (A *ᵥ ψ)

/-- The CHSH operator for the settings `a, a'` on the first spin and `b, b'` on the second. -/
def chshOperator (a a' b b' : Fin 3 → ℝ) : Matrix (Fin 2 × Fin 2) (Fin 2 × Fin 2) ℂ :=
  spin a ⊗ₖ spin b + spin a ⊗ₖ spin b' + spin a' ⊗ₖ spin b - spin a' ⊗ₖ spin b'

/-- All CHSH expectations that the state `cos t e00 + sin t e11` gives for unit directions. -/
def chshValues (t : ℝ) : Set ℝ :=
  {x | ∃ a a' b b' : Fin 3 → ℝ, IsDirection a ∧ IsDirection a' ∧ IsDirection b ∧
    IsDirection b' ∧ x = (expectation (schmidtState t) (chshOperator a a' b b')).re}

/-- A two-spin vector is a product if its amplitudes factorise. -/
def IsProduct (ψ : Fin 2 × Fin 2 → ℂ) : Prop :=
  ∃ u v : Fin 2 → ℂ, ∀ i j, ψ (i, j) = u i * v j

/-- In the state `cos t e00 + sin t e11`, the expectation of `(a·σ) ⊗ (b·σ)` is
`a_z b_z + sin 2t (a_x b_x - a_y b_y)`. -/
theorem correlation (t : ℝ) (a b : Fin 3 → ℝ) :
    expectation (schmidtState t) (spin a ⊗ₖ spin b) =
      ((a 2 * b 2 + Real.sin (2 * t) * (a 0 * b 0 - a 1 * b 1) : ℝ) : ℂ) := by
  have h := Real.sin_sq_add_cos_sq t
  rw [Real.sin_two_mul]
  unfold expectation schmidtState
  generalize Real.cos t = c at h ⊢
  generalize Real.sin t = s at h ⊢
  have hc : (s : ℂ) ^ 2 + (c : ℂ) ^ 2 = 1 := by exact_mod_cast h
  simp [dotProduct, mulVec, Fintype.sum_prod_type, Fin.sum_univ_two,
    kroneckerMap_apply, spin]
  linear_combination ((a 2 : ℂ) * b 2) * hc + (2 * (s : ℂ) * c * a 1 * b 1) * Complex.I_sq

/-- The CHSH expectation is real, and the second spin's settings enter through their sum
and their difference. -/
theorem chsh_expectation (t : ℝ) (a a' b b' : Fin 3 → ℝ) :
    expectation (schmidtState t) (chshOperator a a' b b') =
      (((a 2 * (b 2 + b' 2)
          + Real.sin (2 * t) * (a 0 * (b 0 + b' 0) - a 1 * (b 1 + b' 1)))
        + (a' 2 * (b 2 - b' 2)
          + Real.sin (2 * t) * (a' 0 * (b 0 - b' 0) - a' 1 * (b 1 - b' 1))) : ℝ) : ℂ) := by
  have e := correlation t
  simp only [expectation] at e ⊢
  simp only [chshOperator, Matrix.add_mulVec, Matrix.sub_mulVec, dotProduct_add,
    dotProduct_sub, e]
  push_cast
  ring

/-- Cauchy-Schwarz for one setting `a` of the first spin: for a unit vector `a` and any `(x, y, z)`,
the square of the correlation form is at most the squared length of `(s x, -s y, z)`. -/
theorem setting_bound (s : ℝ) {a : Fin 3 → ℝ} (ha : IsDirection a) (x y z : ℝ) :
    (a 2 * z + s * (a 0 * x - a 1 * y)) ^ 2 ≤
      s ^ 2 * (x ^ 2 + y ^ 2 + z ^ 2) + (1 - s ^ 2) * z ^ 2 := by
  have ha' : a 0 ^ 2 + a 1 ^ 2 + a 2 ^ 2 = 1 := ha
  -- Lagrange's identity
  have key : (a 2 * z + s * (a 0 * x - a 1 * y)) ^ 2 + (a 0 * (s * y) + a 1 * (s * x)) ^ 2
      + (a 0 * z - a 2 * (s * x)) ^ 2 + (a 1 * z + a 2 * (s * y)) ^ 2
      = (a 0 ^ 2 + a 1 ^ 2 + a 2 ^ 2) *
        (s ^ 2 * (x ^ 2 + y ^ 2 + z ^ 2) + (1 - s ^ 2) * z ^ 2) := by ring
  rw [ha', one_mul] at key
  linarith [sq_nonneg (a 0 * (s * y) + a 1 * (s * x)),
    sq_nonneg (a 0 * z - a 2 * (s * x)), sq_nonneg (a 1 * z + a 2 * (s * y))]

/-- Two terms `X, Y`, bounded through squared lengths `P, Q` with sum 4 and squared heights
`p, q` that obey Bessel's inequality, satisfy `(X + Y)² ≤ 4 (1 + s²)` when `s² ≤ 1`. -/
theorem combine_settings {s P Q p q X Y : ℝ} (hs : s ^ 2 ≤ 1) (hP : 0 ≤ P) (hQ : 0 ≤ Q)
    (hPQ : P + Q = 4) (hp : p ≤ P) (hq : q ≤ Q) (hB : p * Q + q * P ≤ P * Q)
    (hX : X ^ 2 ≤ s ^ 2 * P + (1 - s ^ 2) * p)
    (hY : Y ^ 2 ≤ s ^ 2 * Q + (1 - s ^ 2) * q) :
    (X + Y) ^ 2 ≤ 4 * (1 + s ^ 2) := by
  have h1 : 0 ≤ 1 - s ^ 2 := sub_nonneg.2 hs
  have hX' : X ^ 2 ≤ P := by nlinarith [mul_nonneg h1 (sub_nonneg.2 hp)]
  have hY' : Y ^ 2 ≤ Q := by nlinarith [mul_nonneg h1 (sub_nonneg.2 hq)]
  -- degenerate cases: the two settings of the second spin are parallel
  rcases hP.eq_or_lt with h | hP'
  · have h0 : X = 0 :=
      (pow_eq_zero_iff two_ne_zero).1 (le_antisymm (by linarith) (sq_nonneg X))
    rw [h0]
    nlinarith [sq_nonneg s]
  rcases hQ.eq_or_lt with h | hQ'
  · have h0 : Y = 0 :=
      (pow_eq_zero_iff two_ne_zero).1 (le_antisymm (by linarith) (sq_nonneg Y))
    rw [h0]
    nlinarith [sq_nonneg s]
  -- generic case: weighted Cauchy-Schwarz, then Bessel
  refine le_of_mul_le_mul_left ?_ (mul_pos hP' hQ')
  have hB' := mul_le_mul_of_nonneg_left hB h1
  calc P * Q * (X + Y) ^ 2 ≤ (P + Q) * (Q * X ^ 2 + P * Y ^ 2) := by
        nlinarith [sq_nonneg (Q * X - P * Y)]
    _ ≤ (P + Q) * (Q * (s ^ 2 * P + (1 - s ^ 2) * p)
          + P * (s ^ 2 * Q + (1 - s ^ 2) * q)) := by gcongr
    _ = 4 * (2 * s ^ 2 * (P * Q) + (1 - s ^ 2) * (p * Q + q * P)) := by rw [hPQ]; ring
    _ ≤ 4 * (2 * s ^ 2 * (P * Q) + (1 - s ^ 2) * (P * Q)) := by linarith
    _ = P * Q * (4 * (1 + s ^ 2)) := by ring

/-- For the state `cos t e00 + sin t e11`, no choice of unit directions gives a CHSH expectation
above `2 √(1 + sin² 2t)`. -/
theorem chsh_le (t : ℝ) {a a' b b' : Fin 3 → ℝ} (ha : IsDirection a) (ha' : IsDirection a')
    (hb : IsDirection b) (hb' : IsDirection b') :
    (expectation (schmidtState t) (chshOperator a a' b b')).re ≤
      2 * √(1 + Real.sin (2 * t) ^ 2) := by
  rw [chsh_expectation, Complex.ofReal_re]
  unfold IsDirection at hb hb'
  have hX := setting_bound (Real.sin (2 * t)) ha (b 0 + b' 0) (b 1 + b' 1) (b 2 + b' 2)
  have hY := setting_bound (Real.sin (2 * t)) ha' (b 0 - b' 0) (b 1 - b' 1) (b 2 - b' 2)
  -- the sum and the difference of two unit vectors are orthogonal
  have ho : (b 0 + b' 0) * (b 0 - b' 0) + (b 1 + b' 1) * (b 1 - b' 1)
      + (b 2 + b' 2) * (b 2 - b' 2) = 0 := by linear_combination hb - hb'
  have bessel : ∀ x y z x' y' z' : ℝ, x * x' + y * y' + z * z' = 0 →
      z ^ 2 * (x' ^ 2 + y' ^ 2 + z' ^ 2) + z' ^ 2 * (x ^ 2 + y ^ 2 + z ^ 2) ≤
        (x ^ 2 + y ^ 2 + z ^ 2) * (x' ^ 2 + y' ^ 2 + z' ^ 2) := by
    intro x y z x' y' z' h
    have key : (x ^ 2 + y ^ 2 + z ^ 2) * (x' ^ 2 + y' ^ 2 + z' ^ 2)
        - (z ^ 2 * (x' ^ 2 + y' ^ 2 + z' ^ 2) + z' ^ 2 * (x ^ 2 + y ^ 2 + z ^ 2))
        = (x * y' - y * x') ^ 2 := by
      linear_combination (x * x' + y * y' - z * z') * h
    linarith [sq_nonneg (x * y' - y * x')]
  have h := combine_settings (Real.sin_sq_le_one (2 * t)) (by positivity) (by positivity)
    (by linear_combination 2 * hb + 2 * hb')
    (by linarith [sq_nonneg (b 0 + b' 0), sq_nonneg (b 1 + b' 1)])
    (by linarith [sq_nonneg (b 0 - b' 0), sq_nonneg (b 1 - b' 1)])
    (bessel _ _ _ _ _ _ ho) hX hY
  have hr : √(1 + Real.sin (2 * t) ^ 2) ^ 2 = 1 + Real.sin (2 * t) ^ 2 :=
    Real.sq_sqrt (by positivity)
  exact (le_abs_self _).trans
    (abs_le_of_sq_le_sq (by rw [mul_pow, hr]; linarith) (by positivity))

/-- The maximum of the CHSH expectation of `cos t e00 + sin t e11` over all unit directions
is `2 √(1 + sin² 2t)`. -/
theorem chsh_maximum (t : ℝ) :
    IsGreatest (chshValues t) (2 * √(1 + Real.sin (2 * t) ^ 2)) := by
  constructor
  · -- the optimal tilt of the second spin's settings away from the z axis
    obtain ⟨x, y, hd, hv⟩ : ∃ x y : ℝ, x ^ 2 + y ^ 2 = 1 ∧
        y + Real.sin (2 * t) * x = √(1 + Real.sin (2 * t) ^ 2) := by
      have hr0 : 0 < √(1 + Real.sin (2 * t) ^ 2) := Real.sqrt_pos.2 (by positivity)
      have hr : √(1 + Real.sin (2 * t) ^ 2) ^ 2 = 1 + Real.sin (2 * t) ^ 2 :=
        Real.sq_sqrt (by positivity)
      generalize √(1 + Real.sin (2 * t) ^ 2) = r at hr0 hr ⊢
      refine ⟨Real.sin (2 * t) / r, 1 / r, ?_, ?_⟩
      · field_simp
        linarith
      · field_simp
        linarith
    refine ⟨![0, 0, 1], ![1, 0, 0], ![x, 0, y], ![-x, 0, y], by simp [IsDirection],
      by simp [IsDirection], by simpa [IsDirection] using hd,
      by simpa [IsDirection] using hd, ?_⟩
    rw [chsh_expectation, Complex.ofReal_re, ← hv]
    change 2 * (y + Real.sin (2 * t) * x) =
      (1 * (y + y) + Real.sin (2 * t) * (0 * (x + -x) - 0 * (0 + 0)))
        + (0 * (y - y) + Real.sin (2 * t) * (1 * (x - -x) - 0 * (0 - 0)))
    ring
  · rintro _ ⟨a, a', b, b', ha, ha', hb, hb', rfl⟩
    exact chsh_le t ha ha' hb hb'

/-- For the state `cos t e00 + sin t e11`, some unit directions give a CHSH expectation above 2
exactly when `sin 2t ≠ 0`. -/
theorem violation_iff (t : ℝ) : (∃ x ∈ chshValues t, 2 < x) ↔ Real.sin (2 * t) ≠ 0 := by
  constructor
  · rintro ⟨x, hx, h2⟩ h0
    have h := (chsh_maximum t).2 hx
    rw [h0] at h
    norm_num at h
    linarith
  · intro h
    have hpos : 0 < Real.sin (2 * t) ^ 2 := by positivity
    have h1 : 1 < √(1 + Real.sin (2 * t) ^ 2) :=
      (Real.lt_sqrt zero_le_one).2 (by linarith)
    exact ⟨_, (chsh_maximum t).1, by linarith⟩

/-- The state `cos t e00 + sin t e11` is a product exactly when `sin 2t = 0`. -/
theorem isProduct_iff (t : ℝ) : IsProduct (schmidtState t) ↔ Real.sin (2 * t) = 0 := by
  rw [Real.sin_two_mul]
  constructor
  · rintro ⟨u, v, h⟩
    have h00 : (Real.cos t : ℂ) = u 0 * v 0 := h 0 0
    have h01 : (0 : ℂ) = u 0 * v 1 := h 0 1
    have h11 : (Real.sin t : ℂ) = u 1 * v 1 := h 1 1
    -- the determinant of a factorised amplitude matrix vanishes
    have hz : ((Real.sin t * Real.cos t : ℝ) : ℂ) = 0 := by
      rw [Complex.ofReal_mul, h11, h00]
      linear_combination (-(u 1 * v 0)) * h01
    have hz' := Complex.ofReal_eq_zero.1 hz
    linarith
  · intro h
    rcases mul_eq_zero.1 (by linarith : Real.sin t * Real.cos t = 0) with h0 | h0
    · refine ⟨![(Real.cos t : ℂ), 0], ![1, 0], fun i j => ?_⟩
      fin_cases i <;> fin_cases j <;> simp [schmidtState, h0]
    · refine ⟨![0, (Real.sin t : ℂ)], ![0, 1], fun i j => ?_⟩
      fin_cases i <;> fin_cases j <;> simp [schmidtState, h0]

/-- Gisin's theorem for the states `cos t e00 + sin t e11`: some unit directions give a CHSH
expectation above 2 exactly when the state is not a product. -/
theorem gisin (t : ℝ) : (∃ x ∈ chshValues t, 2 < x) ↔ ¬ IsProduct (schmidtState t) := by
  rw [violation_iff, isProduct_iff]

end

end GisinMaximum
```

```lean
#print axioms GisinMaximum.chsh_maximum
-- 'GisinMaximum.chsh_maximum' depends on axioms: [propext, Classical.choice, Quot.sound]
#print axioms GisinMaximum.gisin
-- 'GisinMaximum.gisin' depends on axioms: [propext, Classical.choice, Quot.sound]
```

## From the correlation to the equivalence

`correlation` expands the finite sums with `simp`, and `chsh_expectation` groups four correlations into $X+Y$. `setting_bound` proves Cauchy–Schwarz through Lagrange's identity: the gap between the two sides is a sum of three squares.

`combine_settings` treats $P=0$ and $Q=0$ first. Its letter `s` is $S$, whereas in `correlation` it is $\sin t$. In the generic case it multiplies the inequality by $PQ$ and so avoids fractions; `nlinarith` receives the square $(QX-PY)^2$, which is exactly the gap in the weighted Cauchy–Schwarz step. `gcongr` inserts the bounds on $X^2$ and $Y^2$.

`chsh_le` supplies orthogonality and Bessel's inequality, then passes from squares to the bound on $C$. `chsh_maximum` adds the explicit directions; its `y` is the $z$ component of $b$. `isProduct_iff` follows the determinant argument, with `u` and `v` for $f$ and $g$, and `gisin` joins the two equivalences.

## Geometry as polynomial algebra with `linear_combination`

Several identities here hold only because the vectors are unit or orthogonal. The tactic `linear_combination` takes the hypotheses with coefficients, subtracts their combination from the goal, and lets `ring` check that nothing remains.

Orthogonality of $u$ and $v$ is thus `hb - hb'`, the difference of the two unit-length equations, and $P+Q=4$ is `2 * hb + 2 * hb'`. In the Bessel step, the coefficient of $u\cdot v=0$ is $u_0v_0+u_1v_1-u_2v_2$, since

$$(u_0v_0+u_1v_1)^2-u_2^2v_2^2=(u_0v_0+u_1v_1-u_2v_2)(u\cdot v).$$
